# Independent unnormalized random steps average to the exact power of their mean

## A matrix too large to apply in full

Power iteration finds a dominant eigenvector by applying the same matrix M again and again. For a many-electron Hamiltonian, M may be too large for even one full multiplication. A stochastic method replaces M in each step by a cheap random matrix B_i whose average is M. After n steps the vector has been hit by a product of n different random matrices, which in general do not commute. Does the average of these products still equal Mⁿ?

It does if the steps are drawn independently and the vectors are not normalized before averaging. For finitely many possible steps this is an exact identity at every n. It says nothing about whether Mⁿ v converges to an eigenvector.

## Histories and their average

Let B_i be finitely many elements of a real algebra, with real weights w_i, and let

M = ∑_i w_i B_i.

A history s of length n lists the steps chosen, s(0), …, s(n−1). Its weight and its ordered product are

W(s) = w_{s(0)} ⋯ w_{s(n−1)},
P(s) = B_{s(n−1)} ⋯ B_{s(0)}.

The first step stands rightmost because it acts on the vector first. For n = 0 there is one empty history, with W = 1 and P = 1. The claim is

∑_s W(s) P(s) = Mⁿ.

At n = 0 both sides are 1. Suppose the claim holds for n. A history of length n+1 is a first step i followed by a history t of length n, with weight w_i W(t) and product P(t) B_i. Hence

∑_i ∑_t w_i W(t) P(t) B_i
= (∑_t W(t) P(t)) (∑_i w_i B_i)
= Mⁿ M = Mⁿ⁺¹.

The weights are numbers and move freely, while the factors P(t) and B_i keep their order throughout.

The random iteration itself starts from v and applies B_{s(0)}, then B_{s(1)}, and so on, so it ends at P(s) v. By linearity the weighted sum of these end points is

∑_s W(s) P(s) v = Mⁿ v.

The same splitting without the matrices gives ∑_s W(s) = (∑_i w_i)ⁿ. If the single-step weights sum to one, so do the history weights.

## The noise

The spread of the products is contained in their second moment. Since (a ⊗ a)(b ⊗ b) = ab ⊗ ab, the ordered product of the elements B_i ⊗ B_i along s is P(s) ⊗ P(s). Applying the identity above to these elements gives

∑_s W(s) P(s) ⊗ P(s) = (∑_i w_i B_i ⊗ B_i)ⁿ.

For probability weights, subtracting Mⁿ ⊗ Mⁿ leaves the covariance of the product. The second moment therefore has its own power iteration, with ∑_i w_i B_i ⊗ B_i in place of M, and the covariance is the difference between this power and (M ⊗ M)ⁿ.

## Two ways to lose the exact average

**Using a sample twice.** If one draw serves for two successive steps, the average is ∑_i w_i B_i² instead of M². With ∑_i w_i = 1,

∑_i w_i (B_i − M)²
= ∑_i w_i B_i² − (∑_i w_i B_i) M − M (∑_i w_i B_i) + M²
= ∑_i w_i B_i² − M² − M² + M²
= ∑_i w_i B_i² − M².

The bias is the weighted mean of the squared fluctuation B_i − M, an element of the algebra and not a number. For Hermitian steps with positive weights it is positive semidefinite and vanishes only if every B_i equals M. For general steps it can vanish although the steps fluctuate.

**Normalizing before averaging.** Take the steps diag(2, 0) and diag(0, 1), each with probability 1/2, and v = (1, 1). The iterates are (2, 0) and (0, 1). Divided by the sum of their components they become (1, 0) and (0, 1), with average (1/2, 1/2). The exact mean iterate is (1, 1/2). A factor c with c (1, 1/2) = (1/2, 1/2) would have to be both 1/2 and 1, so even the direction is wrong.

## How the Lean statements express this

The type `A` is any ring that is also an algebra over ℝ. This includes real and complex square matrices, and commutativity is not assumed. The finite type `ι` labels the possible steps, and a history is a function `Fin n → ι`. The definitions `meanStep`, `pathWeight` and `pathProduct` are M, W and P.

Independence is not a hypothesis but part of the definition of `pathWeight`: the weight of a history is a product of single-step weights, the same at every step and regardless of the current vector. The weights may be any real numbers. They describe probabilities only when they are nonnegative and sum to one, and only `repeated_sample_bias` assumes the sum.

`sum_pathProduct` is the operator identity. `walker_unbiased` is its form for vectors, where `walker` is defined by the update rule v ↦ B_i v and not by the product. Here `V` is any module over `A`, and `IsScalarTower ℝ A V` says that scaling a step by a real number scales its result by the same number. `second_moment` uses the tensor product over ℝ. The function `normalize` divides by the sum of the components, and `normalized_steps_biased` excludes every real factor `c`.

## Random variables in place of finite sums

The steps could also be modelled as independent random variables on a probability space, with expectations in place of weighted sums. That would admit continuous distributions, such as random auxiliary fields. It would also require measurability and integrability conditions, and independence would become an explicit hypothesis. General real weights w_i, which the finite sum allows, would have to be absorbed into the steps as factors w_i / p_i, where the p_i > 0 are probabilities.

## The step in a program

Suppose H = ∑_i H_i has finitely many terms, and term i is drawn with probability p_i > 0. With time step τ and energy offset E, both fixed, the program applies

B_i = 1 − τ (H_i / p_i − E).

The weighted mean is 1 − τ (H − E). For a Hermitian H in a finite basis and small enough τ > 0, its powers turn the direction of the starting vector towards the eigenspace of lowest energy, if the starting vector overlaps with it. The identity assumes a fresh draw at each step. A vector may be rescaled to avoid overflow, provided that the accumulated factor is stored and restored before averaging. An energy formed as a ratio of two averages in general still has a bias at finite sample size, even when numerator and denominator are linear in the walker and therefore each unbiased. If E is adjusted during the run in response to the walker, the steps are no longer independent and the identity does not apply as it stands.

## The complete file

```lean
import Mathlib

open scoped TensorProduct
open Matrix

namespace StochasticPowerIteration

noncomputable section

variable {ι A V : Type*} [Fintype ι] [Ring A] [Algebra ℝ A]

/-- The mean step: the weighted sum of the elementary steps. -/
def meanStep (w : ι → ℝ) (B : ι → A) : A := ∑ i, w i • B i

/-- The weight of a history of independent steps: the product of its single-step weights. -/
def pathWeight (w : ι → ℝ) {n : ℕ} (s : Fin n → ι) : ℝ := ∏ k, w (s k)

/-- The ordered product of the steps along a history, with later steps on the left. -/
def pathProduct (B : ι → A) : {n : ℕ} → (Fin n → ι) → A
  | 0, _ => 1
  | _ + 1, s => pathProduct B (Fin.tail s) * B (s 0)

/-- The unnormalized random iteration: each step of the history acts in turn on the
current vector. -/
def walker [AddCommGroup V] [Module A V] (B : ι → A) : {n : ℕ} → (Fin n → ι) → V → V
  | 0, _, v => v
  | _ + 1, s, v => walker B (Fin.tail s) (B (s 0) • v)

/-- A sum over histories of `n + 1` steps is a sum over the first step and over the
remaining `n` steps. -/
theorem sum_histories_succ {M : Type*} [AddCommMonoid M] {n : ℕ}
    (f : (Fin (n + 1) → ι) → M) :
    ∑ s, f s = ∑ i, ∑ t : Fin n → ι, f (Fin.cons i t : Fin (n + 1) → ι) :=
  ((Fin.consEquiv (fun _ : Fin (n + 1) => ι)).sum_comp f).symm.trans
    (Fintype.sum_prod_type _)

/-- The weights of all histories of length `n` add up to the `n`-th power of the total
single-step weight. -/
theorem sum_pathWeight (w : ι → ℝ) (n : ℕ) :
    ∑ s : Fin n → ι, pathWeight w s = (∑ i, w i) ^ n :=
  (Fintype.sum_pow w n).symm

/-- The weighted sum of the ordered products over all histories of length `n` is the
`n`-th power of the mean step, whether or not the steps commute. -/
theorem sum_pathProduct (w : ι → ℝ) (B : ι → A) (n : ℕ) :
    ∑ s : Fin n → ι, pathWeight w s • pathProduct B s = meanStep w B ^ n := by
  induction n with
  | zero => simp [pathWeight, pathProduct]
  | succ n ih =>
    -- split off the first step, which stands rightmost in the product
    rw [sum_histories_succ, pow_succ, ← ih, meanStep, Finset.sum_mul_sum, Finset.sum_comm]
    refine Finset.sum_congr rfl fun t _ => Finset.sum_congr rfl fun i _ => ?_
    have hw : pathWeight w (Fin.cons i t : Fin (n + 1) → ι) = w i * pathWeight w t := by
      simp [pathWeight, Fin.prod_univ_succ]
    have hB : pathProduct B (Fin.cons i t : Fin (n + 1) → ι) = pathProduct B t * B i := by
      simp only [pathProduct, Fin.tail_cons, Fin.cons_zero]
    rw [hw, hB, smul_mul_smul_comm, mul_comm (w i) (pathWeight w t)]

omit [Fintype ι] [Algebra ℝ A] in
/-- Running the random iteration along a history is the same as applying the ordered
product of that history to the initial vector. -/
theorem walker_eq_pathProduct_smul [AddCommGroup V] [Module A V] (B : ι → A) {n : ℕ}
    (s : Fin n → ι) (v : V) : walker B s v = pathProduct B s • v := by
  induction n generalizing v with
  | zero => simp only [walker, pathProduct, one_smul]
  | succ n ih => simp only [walker, pathProduct, ih, mul_smul]

/-- The weighted sum of the unnormalized random iterates over all histories of `n` steps is the
exact power iterate of the mean step. -/
theorem walker_unbiased [AddCommGroup V] [Module ℝ V] [Module A V] [IsScalarTower ℝ A V]
    (w : ι → ℝ) (B : ι → A) (n : ℕ) (v : V) :
    ∑ s : Fin n → ι, pathWeight w s • walker B s v = meanStep w B ^ n • v := by
  rw [← sum_pathProduct, Finset.sum_smul]
  refine Finset.sum_congr rfl fun s _ => ?_
  rw [walker_eq_pathProduct_smul, smul_assoc]

/-- The second moment of the ordered product, written as a tensor square, is the `n`-th
power of the second moment of a single step. -/
theorem second_moment (w : ι → ℝ) (B : ι → A) (n : ℕ) :
    ∑ s : Fin n → ι, pathWeight w s • (pathProduct B s ⊗ₜ[ℝ] pathProduct B s)
      = meanStep w (fun i => B i ⊗ₜ[ℝ] B i) ^ n := by
  -- two replicas driven by the same history form a single walk in the tensor square
  have h : ∀ (m : ℕ) (s : Fin m → ι),
      pathProduct (fun i => B i ⊗ₜ[ℝ] B i) s = pathProduct B s ⊗ₜ[ℝ] pathProduct B s := by
    intro m
    induction m with
    | zero =>
      intro s
      simp only [pathProduct]
      exact Algebra.TensorProduct.one_def
    | succ m ih =>
      intro s
      simp only [pathProduct, ih, Algebra.TensorProduct.tmul_mul_tmul]
  rw [← sum_pathProduct]
  exact Finset.sum_congr rfl fun s _ => by rw [h]

/-- If the weights sum to one and the same random step is used twice in a row, the average differs
from the square of the mean step by the weighted mean square fluctuation of the step. -/
theorem repeated_sample_bias (w : ι → ℝ) (B : ι → A) (hw : ∑ i, w i = 1) :
    ∑ i, w i • B i ^ 2 - meanStep w B ^ 2 = ∑ i, w i • (B i - meanStep w B) ^ 2 := by
  have hM : ∑ i, w i • B i = meanStep w B := rfl
  -- expand the square, keeping the order of the factors
  have h : ∀ i, w i • (B i - meanStep w B) ^ 2 = w i • B i ^ 2
      - (w i • B i) * meanStep w B - meanStep w B * (w i • B i)
      + w i • meanStep w B ^ 2 := by
    intro i
    simp only [sq, sub_mul, mul_sub, smul_sub, smul_mul_assoc, mul_smul_comm]
    abel
  simp only [h, Finset.sum_add_distrib, Finset.sum_sub_distrib, ← Finset.sum_mul,
    ← Finset.mul_sum, ← Finset.sum_smul, hM, hw, one_smul]
  rw [sq (meanStep w B)]
  abel

/-- Division of a two-component vector by the sum of its components; the result is the zero vector
if that sum is zero. -/
def normalize (v : Fin 2 → ℝ) : Fin 2 → ℝ := (v 0 + v 1)⁻¹ • v

/-- For the equally likely steps diag(2, 0) and diag(0, 1) acting on the vector (1, 1), the average
of the normalized iterates is not a multiple of the exact mean iterate. -/
theorem normalized_steps_biased (c : ℝ) :
    (1 / 2 : ℝ) • normalize (!![2, 0; 0, 0] *ᵥ ![1, 1])
      + (1 / 2 : ℝ) • normalize (!![0, 0; 0, 1] *ᵥ ![1, 1])
    ≠ c • (((1 / 2 : ℝ) • !![2, 0; 0, 0] + (1 / 2 : ℝ) • !![0, 0; 0, 1]) *ᵥ ![1, 1]) := by
  intro h
  -- the first component forces c = 1/2, the second forces c = 1
  have h0 := congrFun h 0
  have h1 := congrFun h 1
  simp [normalize, Matrix.mulVec, dotProduct, Fin.sum_univ_two] at h0 h1
  linarith

end

end StochasticPowerIteration
```

```lean
#print axioms StochasticPowerIteration.walker_unbiased
-- 'StochasticPowerIteration.walker_unbiased' depends on axioms: [propext, Classical.choice, Quot.sound]
#print axioms StochasticPowerIteration.second_moment
-- 'StochasticPowerIteration.second_moment' depends on axioms: [propext, Classical.choice, Quot.sound]
#print axioms StochasticPowerIteration.repeated_sample_bias
-- 'StochasticPowerIteration.repeated_sample_bias' depends on axioms: [propext, Classical.choice, Quot.sound]
#print axioms StochasticPowerIteration.normalized_steps_biased
-- 'StochasticPowerIteration.normalized_steps_biased' depends on axioms: [propext, Classical.choice, Quot.sound]
```

## How the proof follows the derivation

`sum_histories_succ` splits a sum over histories into a sum over the first step and a sum over the rest. It uses the bijection that puts an element in front of a sequence.

`sum_pathProduct` is the induction given above. After the split, the rewriting replaces Mⁿ⁺¹ by Mⁿ M, inserts the induction hypothesis for Mⁿ, and expands the product of two sums into a double sum. Both sides can then be compared term by term. The facts `hw` and `hB` state that the weight is w_i W(t) and the product is P(t) B_i. Only the real weights are exchanged, by `mul_comm`.

`walker_eq_pathProduct_smul` shows that the update rule ends at P(s) v. Its induction is carried out for all vectors at once (`generalizing v`), because the remaining steps start from B_{s(0)} v and not from v. `walker_unbiased` then applies the operator identity to v and compares the terms. The sum of the history weights, `sum_pathWeight`, comes directly from Mathlib's expansion of a power of a sum.

In `second_moment`, the inner fact `h` says that two replicas driven by the same history form one walk in the tensor square. The operator identity is then applied a second time, in that larger algebra.

`repeated_sample_bias` expands the square for each i with the factors in order, sums the four terms, and uses ∑_i w_i = 1 in the last one. The remaining terms are collected by `abel`, which rearranges sums without commuting products. Finally, `normalized_steps_biased` assumes that a factor c exists, reads off the two components, and lets `linarith` find the contradiction between c = 1/2 and c = 1.
